# The static dielectric constant of finitely many loss modes with nonnegative weights is at least 1 or negative

I model the inverse dielectric function, rather than ε itself, as the causal response, and give it finitely many undamped loss modes at a fixed wavevector. With weights aⱼ ≥ 0 and frequencies wⱼ > 0,

1/ε(z) = 1 − ∑ⱼ aⱼ/(wⱼ² − z²).

The static constant should then never lie in 0 ≤ ε < 1, and it should be negative once (∑ⱼ aⱼ/wⱼ)² exceeds ∑ⱼ aⱼ. Can this be made rigorous and machine-checked?

## The sign of 1 − S decides

Yes. Write F = ∑ⱼ aⱼ, P = ∑ⱼ aⱼ/wⱼ and S = ∑ⱼ aⱼ/wⱼ². At z = 0 the static constant ε satisfies

ε(1 − S) = 1,

so S ≠ 1. Since S ≥ 0, there are two cases. If S < 1, then 0 < 1 − S ≤ 1 and ε ≥ 1. If S > 1, then ε < 0.

For the criterion, factor aⱼ/wⱼ as √(aⱼ/wⱼ²) · √aⱼ. Cauchy-Schwarz gives

P² ≤ S F.

If P² > F, then F < S F. This rules out F = 0, and dividing by F > 0 gives S > 1, hence ε < 0. The criterion is sufficient but not necessary: weights 2 and 10 at frequencies 1 and 10 give S = 2.1, although P² = 9 is below F = 12.

On the imaginary axis z = iη, with η real, the response is real:

1/ε(iη) = 1 − g(η), where g(η) = ∑ⱼ aⱼ/(wⱼ² + η²).

Each term of η² g(η) equals aⱼ − aⱼwⱼ²/(wⱼ² + η²), so η² g(η) → F as η → ∞. This ties the high-frequency tail to the sum of the weights. The f-sum rule for electrons says in addition that F is the squared plasma frequency, fixed by the density; that value is not derived or used here.

A negative ε also shows up as a zero of 1/ε(iη). The function g is continuous, with g(0) = S and g(F + 1) ≤ F/(F + 1)² ≤ 1. If S > 1, then g(η) = 1 for some η > 0. Conversely, g(η) = 1 forces S ≥ g(η) = 1, and S ≠ 1 makes this strict.

Finally, every allowed ε occurs: take one mode with w = 1 and a = 1 − 1/ε ≥ 0.

## What the Lean statement says

`LossModes ι` holds the weights and frequencies with their sign conditions; the index type `ι` is finite and may be empty, in which case ε = 1. Nonnegative weights stand for passivity: the system absorbs energy from a probe and does not amplify it. `invEps` is the response at complex frequency, while `fSum`, `structureFactor` and `screening` are F, P and S. The name of P reflects that, at zero temperature, the static structure factor is proportional to this moment of the loss spectrum.

`IsStaticEps ε` says that the real number ε times `invEps 0` is one, which excludes a vanishing inverse. The main theorem, `static_dielectric_sign`, assumes only this and concludes both the dichotomy and the criterion.

The pole form is assumed, not derived from a Hamiltonian or from general Kramers-Kronig relations. Damping and continuous loss spectra are not covered. For pole fits in electronic-structure work, the result gives a simple test of the input: if a diagonal element of the inverse dielectric matrix has a static value above 1, no fit of this form with nonnegative weights can reproduce it.

```lean
import Mathlib

open Filter Topology

namespace StaticDielectricSign

noncomputable section

/-- Finitely many loss modes, with nonnegative weights and positive frequencies. -/
structure LossModes (ι : Type*) where
  /-- The weight of each mode. -/
  weight : ι → ℝ
  /-- The frequency of each mode. -/
  freq : ι → ℝ
  weight_nonneg : ∀ j, 0 ≤ weight j
  freq_pos : ∀ j, 0 < freq j

namespace LossModes

variable {ι : Type*} [Fintype ι] (M : LossModes ι)

/-- The inverse dielectric function `1/ε(z) = 1 - ∑ a_j / (w_j² - z²)` at complex frequency `z`. -/
def invEps (z : ℂ) : ℂ :=
  1 - ∑ j, (M.weight j : ℂ) / ((M.freq j : ℂ) ^ 2 - z ^ 2)

/-- The f-sum `∑ a_j`. -/
def fSum : ℝ := ∑ j, M.weight j

/-- The structure-factor moment `∑ a_j / w_j`. -/
def structureFactor : ℝ := ∑ j, M.weight j / M.freq j

/-- The static screening strength `∑ a_j / w_j²`. -/
def screening : ℝ := ∑ j, M.weight j / M.freq j ^ 2

/-- The real number `ε` is the static dielectric constant: its product with the inverse
dielectric function at zero frequency is one. -/
def IsStaticEps (ε : ℝ) : Prop := (ε : ℂ) * M.invEps 0 = 1

/-- The inverse dielectric function is holomorphic in the upper half plane. -/
theorem invEps_differentiableOn : DifferentiableOn ℂ M.invEps {z | 0 < z.im} := by
  intro z hz
  have hz' : 0 < z.im := hz
  -- the poles sit at the real frequencies `± w_j`
  have hne : ∀ j, (M.freq j : ℂ) ^ 2 - z ^ 2 ≠ 0 := by
    intro j h
    rcases sq_eq_sq_iff_eq_or_eq_neg.mp (sub_eq_zero.mp h) with h1 | h1
    · have h2 := congrArg Complex.im h1
      rw [Complex.ofReal_im] at h2
      linarith
    · have h2 := congrArg Complex.im h1
      rw [Complex.ofReal_im, Complex.neg_im] at h2
      linarith
  apply DifferentiableAt.differentiableWithinAt
  change DifferentiableAt ℂ
    (fun z : ℂ => 1 - ∑ j, (M.weight j : ℂ) / ((M.freq j : ℂ) ^ 2 - z ^ 2)) z
  refine DifferentiableAt.const_sub (DifferentiableAt.fun_sum fun j _ => ?_) 1
  fun_prop (disch := exact hne j)

/-- At imaginary frequency `iη` the inverse dielectric function is the real number
`1 - ∑ a_j / (w_j² + η²)`. -/
theorem invEps_imaginary (η : ℝ) :
    M.invEps (Complex.I * η) =
      ((1 - ∑ j, M.weight j / (M.freq j ^ 2 + η ^ 2) : ℝ) : ℂ) := by
  have h : (Complex.I * (η : ℂ)) ^ 2 = -(η : ℂ) ^ 2 := by
    rw [mul_pow, Complex.I_sq]; ring
  rw [invEps, h]
  push_cast
  simp only [sub_neg_eq_add]

/-- As `η` tends to infinity along the reals, `η² (1 - 1/ε(iη))` tends to `∑ a_j`. -/
theorem fSum_rule :
    Tendsto (fun η : ℝ => (η : ℂ) ^ 2 * (1 - M.invEps (Complex.I * η))) atTop
      (𝓝 (M.fSum : ℂ)) := by
  have hr : Tendsto (fun η : ℝ => ∑ j, (M.weight j -
      M.weight j * M.freq j ^ 2 / (M.freq j ^ 2 + η ^ 2))) atTop (𝓝 M.fSum) := by
    refine tendsto_finsetSum _ fun j _ => ?_
    have h1 : Tendsto (fun η : ℝ => M.freq j ^ 2 + η ^ 2) atTop atTop :=
      tendsto_atTop_add_const_left _ _ (tendsto_pow_atTop two_ne_zero)
    have h2 : Tendsto (fun η : ℝ => M.weight j * M.freq j ^ 2 / (M.freq j ^ 2 + η ^ 2))
        atTop (𝓝 0) := tendsto_const_nhds.div_atTop h1
    simpa using (tendsto_const_nhds (x := M.weight j)).sub h2
  refine ((Complex.continuous_ofReal.tendsto _).comp hr).congr fun η => ?_
  have key : ∑ j, (M.weight j - M.weight j * M.freq j ^ 2 / (M.freq j ^ 2 + η ^ 2)) =
      η ^ 2 * (1 - (1 - ∑ j, M.weight j / (M.freq j ^ 2 + η ^ 2))) := by
    rw [sub_sub_cancel, Finset.mul_sum]
    refine Finset.sum_congr rfl fun j _ => ?_
    have hj := M.freq_pos j
    have hd : M.freq j ^ 2 + η ^ 2 ≠ 0 := by positivity
    field_simp
    ring
  rw [Function.comp_apply, invEps_imaginary, key]
  push_cast
  ring

/-- The static dielectric constant is fixed by the real relation `ε (1 - ∑ a_j / w_j²) = 1`. -/
theorem isStaticEps_iff (ε : ℝ) : M.IsStaticEps ε ↔ ε * (1 - M.screening) = 1 := by
  have h0 : M.invEps 0 = ((1 - M.screening : ℝ) : ℂ) := by
    simp [invEps, screening]
  rw [IsStaticEps, h0]
  norm_cast

/-- The static dielectric constant is negative exactly when `∑ a_j / w_j²` exceeds one. -/
theorem static_neg_iff {ε : ℝ} (h : M.IsStaticEps ε) : ε < 0 ↔ 1 < M.screening := by
  rw [isStaticEps_iff] at h
  constructor
  · intro hε
    by_contra hS
    nlinarith [mul_nonneg (neg_nonneg.mpr hε.le) (sub_nonneg.mpr (not_lt.mp hS))]
  · intro hS
    by_contra hε
    nlinarith [mul_nonneg (not_lt.mp hε) (sub_nonneg.mpr hS.le)]

/-- The static dielectric constant is at least one or negative, and it is negative whenever the
squared structure-factor moment exceeds the f-sum. -/
theorem static_dielectric_sign {ε : ℝ} (h : M.IsStaticEps ε) :
    (1 ≤ ε ∨ ε < 0) ∧ (M.fSum < M.structureFactor ^ 2 → ε < 0) := by
  have hS : 0 ≤ M.screening :=
    Finset.sum_nonneg fun j _ => div_nonneg (M.weight_nonneg j) (sq_nonneg _)
  have hF : 0 ≤ M.fSum := Finset.sum_nonneg fun j _ => M.weight_nonneg j
  constructor
  · have h' := (M.isStaticEps_iff ε).mp h
    rcases lt_or_ge ε 0 with hε | hε
    · exact Or.inr hε
    · left
      nlinarith [mul_nonneg hε hS]
  · intro hcrit
    -- Cauchy-Schwarz between the static screening strength and the f-sum
    have hcs : M.structureFactor ^ 2 ≤ M.screening * M.fSum := by
      refine Finset.sum_sq_le_sum_mul_sum_of_sq_le_mul _
        (fun j _ => div_nonneg (M.weight_nonneg j) (sq_nonneg _))
        (fun j _ => M.weight_nonneg j) (fun j _ => ?_)
      apply le_of_eq
      rw [div_pow]
      ring
    rw [M.static_neg_iff h]
    by_contra hle
    nlinarith [mul_nonneg (sub_nonneg.mpr (not_lt.mp hle)) hF]

/-- Every real `ε` that is at least one or negative is the static dielectric constant of some
single loss mode, and no other value is. -/
theorem single_mode_range (ε : ℝ) :
    (∃ M : LossModes Unit, M.IsStaticEps ε) ↔ (1 ≤ ε ∨ ε < 0) := by
  constructor
  · rintro ⟨M, h⟩
    exact (M.static_dielectric_sign h).1
  · intro h
    have hε : ε ≠ 0 := by
      rcases h with h | h
      · linarith
      · exact h.ne
    have hw : 0 ≤ 1 - ε⁻¹ := by
      rcases h with h | h
      · exact sub_nonneg.mpr (inv_le_one_of_one_le₀ h)
      · linarith [inv_lt_zero.mpr h]
    -- a mode of unit frequency and weight `1 - 1/ε`
    refine ⟨⟨fun _ => 1 - ε⁻¹, fun _ => 1, fun _ => hw, fun _ => one_pos⟩, ?_⟩
    rw [isStaticEps_iff]
    simp [screening, hε]

/-- The static dielectric constant is negative exactly when the inverse dielectric function
vanishes at some point `iη` of the positive imaginary frequency axis. -/
theorem static_neg_iff_zero {ε : ℝ} (h : M.IsStaticEps ε) :
    ε < 0 ↔ ∃ η : ℝ, 0 < η ∧ M.invEps (Complex.I * η) = 0 := by
  rw [M.static_neg_iff h]
  let g : ℝ → ℝ := fun η => ∑ j, M.weight j / (M.freq j ^ 2 + η ^ 2)
  have hzero : ∀ η : ℝ, M.invEps (Complex.I * η) = 0 ↔ g η = 1 := by
    intro η
    rw [invEps_imaginary, Complex.ofReal_eq_zero, sub_eq_zero]
    exact eq_comm
  have hg0 : g 0 = M.screening := by simp [g, screening]
  constructor
  · intro hS
    have hF : 0 ≤ M.fSum := Finset.sum_nonneg fun j _ => M.weight_nonneg j
    have hcont : Continuous g := by
      refine continuous_finsetSum _ fun j _ => ?_
      refine Continuous.div continuous_const (by fun_prop) fun η => ?_
      have hj := M.freq_pos j
      positivity
    -- at `η = F + 1` the sum `g η` is at most one
    have hb : g (M.fSum + 1) ≤ 1 := by
      calc g (M.fSum + 1) ≤ ∑ j, M.weight j / (M.fSum + 1) ^ 2 := by
            refine Finset.sum_le_sum fun j _ => ?_
            exact div_le_div_of_nonneg_left (M.weight_nonneg j) (by positivity)
              (by linarith [sq_nonneg (M.freq j)])
        _ = M.fSum / (M.fSum + 1) ^ 2 := by rw [← Finset.sum_div, fSum]
        _ ≤ 1 := by
            rw [div_le_one (by positivity)]
            nlinarith
    obtain ⟨η, hη, h1⟩ := intermediate_value_Icc' (by linarith : (0 : ℝ) ≤ M.fSum + 1)
      hcont.continuousOn ⟨hb, by rw [hg0]; exact hS.le⟩
    refine ⟨η, lt_of_le_of_ne hη.1 ?_, (hzero η).mpr h1⟩
    intro h0
    rw [← h0, hg0] at h1
    linarith
  · rintro ⟨η, -, h1⟩
    have hle : g η ≤ M.screening := by
      refine Finset.sum_le_sum fun j _ => ?_
      have hj := M.freq_pos j
      exact div_le_div_of_nonneg_left (M.weight_nonneg j) (by positivity)
        (by linarith [sq_nonneg η])
    rw [(hzero η).mp h1] at hle
    -- the value one is excluded because the static constant exists
    refine lt_of_le_of_ne hle fun h2 => ?_
    have h3 := (M.isStaticEps_iff ε).mp h
    rw [← h2] at h3
    norm_num at h3

end LossModes

end

end StaticDielectricSign
```

```lean
#print axioms StaticDielectricSign.LossModes.fSum_rule
#print axioms StaticDielectricSign.LossModes.static_dielectric_sign
#print axioms StaticDielectricSign.LossModes.single_mode_range
#print axioms StaticDielectricSign.LossModes.static_neg_iff_zero
```

```
'StaticDielectricSign.LossModes.fSum_rule' depends on axioms: [propext, Classical.choice, Quot.sound]
'StaticDielectricSign.LossModes.static_dielectric_sign' depends on axioms: [propext, Classical.choice, Quot.sound]
'StaticDielectricSign.LossModes.single_mode_range' depends on axioms: [propext, Classical.choice, Quot.sound]
'StaticDielectricSign.LossModes.static_neg_iff_zero' depends on axioms: [propext, Classical.choice, Quot.sound]
```

## How the proof runs

`invEps_differentiableOn` establishes the analyticity expected of a causal response: the poles ±wⱼ are real, so no denominator vanishes in the upper half plane. `invEps_imaginary` and `fSum_rule` carry out the imaginary-axis calculation.

`isStaticEps_iff` turns the complex definition into ε(1 − S) = 1, and `static_neg_iff` reads off the sign. For the dichotomy, Lean takes a slightly shorter route than the case split on S: if ε ≥ 0, then ε = 1 + εS ≥ 1.

The criterion turns on `Finset.sum_sq_le_sum_mul_sum_of_sq_le_mul`. This form of Cauchy-Schwarz takes nonnegative families f and g and a family r with rⱼ² ≤ fⱼgⱼ, and bounds (∑ⱼ rⱼ)² by (∑ⱼ fⱼ)(∑ⱼ gⱼ). Here rⱼ = aⱼ/wⱼ, fⱼ = aⱼ/wⱼ² and gⱼ = aⱼ, so the termwise condition is an equality and no square roots appear. The last `nlinarith` contradicts S ≤ 1 using (1 − S)F ≥ 0.

`single_mode_range` constructs the unit-frequency mode. `static_neg_iff_zero` uses `intermediate_value_Icc'` to find the zero, and a termwise comparison for the converse.

## Defining ε as a reciprocal

An alternative is to define ε as the real number (1 − S)⁻¹. The dichotomy would then need the extra hypothesis S ≠ 1, because Lean sets 0⁻¹ = 0, which lies in neither range. The criterion would need no such hypothesis, since it already forces S > 1.
